# A normalised real orbital moving at speed at most $s$ turns by an angle of at most $st$ in time $t \ge 0$

## How far can an orbital turn before I check it again?

When I ramp up an electric field and follow one real orbital, I choose the field step so that the overlap with the last stored orbital can't fall below 0.9. Suppose I have a bound $s$ on the norm of the orbital's derivative with respect to the field $t$, measured from its value at the last stored orbital. The distance travelled is at most $st$, so $\|u(t)-u(0)\| \le st$, and for unit vectors this gives $\langle u(0),u(t)\rangle \ge 1-(st)^2/2$. But that estimate lets the orbital cut straight through the sphere, which normalisation forbids. What is the correct worst case? And could a detour through other orbitals ever reach a given target sooner than a direct rotation in one plane?

## The worst case is a rotation in one plane

Your estimate is valid but not sharp. The sharp bound is
$$\langle u(0),u(t)\rangle \ge \cos(st)\qquad\text{for } t\ge 0,\ st\le\pi .$$
For a threshold of 0.9 the allowed step grows only from about $0.447/s$ to $0.451/s$. The difference is larger for big rotations: your estimate would allow a complete sign reversal at $st=2$, while the true limit is $st=\pi$. No detour reaches a given target vector sooner than the direct rotation, for any target other than the negative of the starting orbital, where the plane of the direct rotation isn't determined by the target. A target and its negative count as different here, although they describe the same physical orbital; if the sign doesn't matter, the least time is $\arccos(|k|)/s$, where $k$ is the overlap of the starting orbital with the target and $s>0$.

**Rate of change of the overlap.** Write $v=u'$ and $c(t)=\langle u(0),u(t)\rangle$. Differentiating $\langle u,u\rangle=1$ gives $2\langle u,v\rangle=0$, so the velocity is orthogonal to the orbital. Let $r=u(0)-c(t)\,u(t)$ be the part of the initial orbital orthogonal to the current one. Then
$$\|r\|^2=1-2c^2+c^2=1-c^2,\qquad c'=\langle u(0),v\rangle=\langle r,v\rangle ,$$
and Cauchy–Schwarz gives $c'^2\le(1-c^2)\|v\|^2\le(1-c^2)s^2$.

**Comparison with a cosine.** Dividing by $\sqrt{1-c^2}$ would suggest that the angle $\arccos c$ grows at a rate of at most $s$. The path starts at $c=1$, however, where this division fails. So take $\varepsilon>0$, set $\varphi(t)=\varepsilon+(s+\varepsilon)t$, and compare $c$ with $g=\cos\varphi$ as long as $\varphi\le\pi$. At the start, $c(0)=1>\cos\varepsilon=g(0)$. If $c$ later fell below $g$, there would be a last meeting point $x$ before that, with $c(x)=g(x)$ and $0<\varphi(x)<\pi$. There
$$c'(x)\ge -s\sin\varphi(x)>-(s+\varepsilon)\sin\varphi(x)=g'(x),$$
so $c$ would lie above $g$ just after $x$, a contradiction. Hence $c\ge g$. Letting $\varepsilon\to0$ proves the bound for $st<\pi$. At $st=\pi$ it reads $c\ge-1$, which is Cauchy–Schwarz.

Since arccos is decreasing, $\arccos c(t)\le st$ when $st\le\pi$. For larger $st$ this holds because arccos never exceeds $\pi$.

**The fastest route.** For orthonormal $a,b$, the great circle $\cos(st)\,a+\sin(st)\,b$ has norm 1, speed $s$ and overlap $\cos(st)$ with $a$, so it attains the bound. Now let $s>0$ and let $w$ be a normalised target other than $\pm a$. Put $k=\langle a,w\rangle$ and $q=w-ka$. Then $\|q\|^2=1-k^2$, and $q\ne0$, since otherwise $w=ka$ with $k=\pm1$. Choose $b=q/\|q\|$ and $T=\arccos(k)/s$. Then $\cos(sT)=k$ and $\sin(sT)=\sqrt{1-k^2}=\|q\|$, so the great circle is at $ka+q=w$ at time $T$. Any path that reaches $w$ at time $t\ge 0$ satisfies $\arccos k\le st$, so $t\ge T$. If $w=a$, the least time is zero.

## Orbitals, paths and transfer times in Lean

The space `E` is any real inner product space, of finite or infinite dimension, and `⟪a, b⟫_ℝ` is the overlap. `IsOrbitalPath s u v` says that at every real `t` the orbital `u t` has norm 1, its derivative is `v t`, and `‖v t‖ ≤ s`. Here `v` is a velocity, not a potential, and `s` is a speed, not an overlap. The parameter `t` may be time, field strength or any other real variable. In your case the speed is the norm of the orbital's first-order response to the field, and `s` bounds it at every field strength. The definition asks for all real `t`, so a scan over a finite interval must first be continued beyond its ends, for instance along great circles with the end velocities.

`orbital_speed_limit` is the cosine bound, with `0 ≤ t` and `s * t ≤ Real.pi` as hypotheses; $s\ge0$ follows from the speed bound. `angle_le_speed_mul_time` is the angle form, without the upper limit on `s * t`.

`least_transfer_time` considers all times `t ≥ 0` at which some orbital path from `a` is at `w`. `IsLeast` says that `Real.arccos ⟪a, w⟫_ℝ / s` is one of these times and that none is smaller. It doesn't say that the great circle is the only fastest path. The hypothesis `w ≠ -a` is there because in one dimension the only unit vectors are $a$ and $-a$, and no continuous path joins them.

The result bears on orbital tracking and on step control in orbital optimisation, for a single real orbital with a known speed bound; it treats neither complex orbitals nor rotations of a whole occupied subspace. Nor is it the Mandelstam–Tamm bound, since no Hamiltonian or energy spread enters. What remains for you to establish is that the orbitals your program returns, signs included, lie on one differentiable curve that obeys the bound between the computed points as well.

```lean
import Mathlib

open scoped InnerProductSpace Topology

namespace OrbitalSpeedLimit

variable {E : Type*} [NormedAddCommGroup E] [InnerProductSpace ℝ E]

/-- A curve `u` of normalised real orbitals with velocity `v`, whose speed never exceeds `s`. -/
def IsOrbitalPath (s : ℝ) (u v : ℝ → E) : Prop :=
  ∀ t, ‖u t‖ = 1 ∧ HasDerivAt u (v t) t ∧ ‖v t‖ ≤ s

/-- The curve `cos (s t) a + sin (s t) b`. For orthonormal `a`, `b` and `s ≥ 0` it is the rotation
of `a` towards `b` at angular speed `s`. -/
noncomputable def greatCircle (a b : E) (s t : ℝ) : E :=
  Real.cos (s * t) • a + Real.sin (s * t) • b

/-- Along an orbital path the velocity is orthogonal to the orbital. -/
theorem velocity_orthogonal {s : ℝ} {u v : ℝ → E} (h : IsOrbitalPath s u v) (t : ℝ) :
    ⟪u t, v t⟫_ℝ = 0 := by
  have h1 : HasDerivAt (fun x => ⟪u x, u x⟫_ℝ) (⟪u t, v t⟫_ℝ + ⟪v t, u t⟫_ℝ) t :=
    (h t).2.1.inner ℝ (h t).2.1
  have h2 : (fun x => ⟪u x, u x⟫_ℝ) = fun _ => (1 : ℝ) := by
    funext x
    rw [real_inner_self_eq_norm_sq, (h x).1]
    norm_num
  rw [h2] at h1
  have h3 := h1.unique (hasDerivAt_const t (1 : ℝ))
  have h4 := real_inner_comm (u t) (v t)
  linarith

/-- For unit vectors, the part of `a` orthogonal to `b` has squared norm one minus the
squared overlap. -/
theorem residual_norm_sq {a b : E} (ha : ‖a‖ = 1) (hb : ‖b‖ = 1) :
    ‖a - ⟪a, b⟫_ℝ • b‖ ^ 2 = 1 - ⟪a, b⟫_ℝ ^ 2 := by
  rw [norm_sub_sq_real, real_inner_smul_right, norm_smul, ha, hb, mul_one,
    Real.norm_eq_abs, sq_abs]
  ring

/-- For unit vectors `a` and `b`, a velocity `v` orthogonal to `b` changes the overlap of `b`
with `a` at a squared rate of at most `(1 - ⟪a, b⟫²) ‖v‖²`. -/
theorem overlap_rate_sq {a b v : E} (ha : ‖a‖ = 1) (hb : ‖b‖ = 1) (hv : ⟪b, v⟫_ℝ = 0) :
    ⟪a, v⟫_ℝ ^ 2 ≤ (1 - ⟪a, b⟫_ℝ ^ 2) * ‖v‖ ^ 2 := by
  have h1 : ⟪a - ⟪a, b⟫_ℝ • b, v⟫_ℝ = ⟪a, v⟫_ℝ := by
    rw [inner_sub_left, real_inner_smul_left, hv]
    ring
  have h3 := abs_real_inner_le_norm (a - ⟪a, b⟫_ℝ • b) v
  rw [h1] at h3
  calc ⟪a, v⟫_ℝ ^ 2 = |⟪a, v⟫_ℝ| ^ 2 := (sq_abs _).symm
    _ ≤ (‖a - ⟪a, b⟫_ℝ • b‖ * ‖v‖) ^ 2 := pow_le_pow_left₀ (abs_nonneg _) h3 2
    _ = _ := by rw [mul_pow, residual_norm_sq ha hb]

/-- On an orbital path of speed at most `s`, the overlap with the initial orbital is at least that
of a rotation at speed `s + ε` with a head start `ε > 0`, for `t ≥ 0` and as long as the comparison
angle `ε + (s + ε) t` is at most `π`. -/
theorem overlap_ge_cos_headstart {s ε t : ℝ} {u v : ℝ → E} (h : IsOrbitalPath s u v)
    (hε : 0 < ε) (ht : 0 ≤ t) (hπ : ε + (s + ε) * t ≤ Real.pi) :
    Real.cos (ε + (s + ε) * t) ≤ ⟪u 0, u t⟫_ℝ := by
  have hs : 0 ≤ s := (norm_nonneg _).trans (h 0).2.2
  have hd : ∀ x, HasDerivAt (fun x => -⟪u 0, u x⟫_ℝ) (-⟪u 0, v x⟫_ℝ) x := fun x =>
    (((hasDerivAt_const x (u 0)).inner ℝ (h x).2.1).fun_neg).congr_deriv (by simp)
  have hB : ∀ x, HasDerivAt (fun x => -Real.cos (ε + (s + ε) * x))
      (Real.sin (ε + (s + ε) * x) * (s + ε)) x := by
    intro x
    have h1 : HasDerivAt (fun x : ℝ => ε + (s + ε) * x) (s + ε) x :=
      (((hasDerivAt_id' x).const_mul (s + ε)).const_add ε).congr_deriv (by ring)
    exact h1.cos.fun_neg.congr_deriv (by ring)
  have h0 : -⟪u 0, u 0⟫_ℝ ≤ -Real.cos (ε + (s + ε) * 0) := by
    rw [real_inner_self_eq_norm_sq, (h 0).1]
    linarith [Real.cos_le_one (ε + (s + ε) * 0)]
  -- wherever the two overlaps meet, the comparison rotation is strictly faster
  have bound : ∀ x ∈ Set.Ico 0 t, -⟪u 0, u x⟫_ℝ = -Real.cos (ε + (s + ε) * x) →
      -⟪u 0, v x⟫_ℝ < Real.sin (ε + (s + ε) * x) * (s + ε) := by
    intro x hx hc
    have hpos : 0 < ε + (s + ε) * x := by
      have := mul_nonneg (add_nonneg hs hε.le) hx.1
      linarith
    have hlt : ε + (s + ε) * x < Real.pi := by
      have := mul_lt_mul_of_pos_left hx.2 (add_pos_of_nonneg_of_pos hs hε)
      linarith
    have hsin := Real.sin_pos_of_pos_of_lt_pi hpos hlt
    have hr := overlap_rate_sq (h 0).1 (h x).1 (velocity_orthogonal h x)
    rw [neg_injective hc, ← Real.sin_sq] at hr
    have hv := pow_le_pow_left₀ (norm_nonneg _) (h x).2.2 2
    have hle : ⟪u 0, v x⟫_ℝ ^ 2 ≤ (Real.sin (ε + (s + ε) * x) * s) ^ 2 := by
      rw [mul_pow]
      exact hr.trans (mul_le_mul_of_nonneg_left hv (sq_nonneg _))
    have habs := abs_le_of_sq_le_sq hle (mul_nonneg hsin.le hs)
    have hneg := neg_le_abs ⟪u 0, v x⟫_ℝ
    have := mul_pos hsin hε
    linarith
  have key := image_le_of_deriv_right_lt_deriv_boundary
    (fun x _ => (hd x).continuousAt.continuousWithinAt)
    (fun x _ => (hd x).hasDerivWithinAt) h0 hB bound (Set.right_mem_Icc.2 ht)
  exact neg_le_neg_iff.1 key

/-- Orbital speed limit: on a path of speed at most `s`, the overlap with the initial orbital is
at least `cos (s t)` for `t ≥ 0` and `s t ≤ π`. -/
theorem orbital_speed_limit {s t : ℝ} {u v : ℝ → E} (h : IsOrbitalPath s u v)
    (ht : 0 ≤ t) (hst : s * t ≤ Real.pi) : Real.cos (s * t) ≤ ⟪u 0, u t⟫_ℝ := by
  rcases hst.eq_or_lt with heq | hlt
  · have h1 := abs_real_inner_le_norm (u 0) (u t)
    rw [(h 0).1, (h t).1, mul_one] at h1
    rw [heq, Real.cos_pi]
    exact (abs_le.1 h1).1
  · -- let the head start tend to zero
    have hc : Continuous fun ε : ℝ => ε + (s + ε) * t := by fun_prop
    have hlim : Filter.Tendsto (fun ε : ℝ => Real.cos (ε + (s + ε) * t)) (𝓝[>] 0)
        (𝓝 (Real.cos (s * t))) := by
      have h1 := (Real.continuous_cos.comp hc).tendsto 0
      simp only [Function.comp_def, zero_add, add_zero] at h1
      exact h1.mono_left nhdsWithin_le_nhds
    have hev : {ε : ℝ | ε + (s + ε) * t < Real.pi} ∈ 𝓝 (0 : ℝ) :=
      (isOpen_lt hc continuous_const).mem_nhds (by simpa using hlt)
    refine le_of_tendsto hlim ?_
    filter_upwards [mem_nhdsWithin_of_mem_nhds hev, self_mem_nhdsWithin] with ε h1 h2
    exact overlap_ge_cos_headstart h h2 ht (le_of_lt h1)

/-- On an orbital path of speed at most `s`, the angle between the initial and the current orbital
is at most `s t` for `t ≥ 0`. -/
theorem angle_le_speed_mul_time {s t : ℝ} {u v : ℝ → E} (h : IsOrbitalPath s u v)
    (ht : 0 ≤ t) : Real.arccos ⟪u 0, u t⟫_ℝ ≤ s * t := by
  have hs : 0 ≤ s := (norm_nonneg _).trans (h 0).2.2
  rcases le_total (s * t) Real.pi with hst | hst
  · have h1 := Real.antitone_arccos (orbital_speed_limit h ht hst)
    rwa [Real.arccos_cos (mul_nonneg hs ht) hst] at h1
  · exact (Real.arccos_le_pi _).trans hst

/-- For orthonormal `a`, `b` and `s ≥ 0`, the great circle is an orbital path of speed at most
`s`, and its overlap with `a` is exactly `cos (s t)`. -/
theorem greatCircle_saturates {a b : E} {s : ℝ} (ha : ‖a‖ = 1) (hb : ‖b‖ = 1)
    (hab : ⟪a, b⟫_ℝ = 0) (hs : 0 ≤ s) :
    IsOrbitalPath s (greatCircle a b s)
      (fun t => (-Real.sin (s * t) * s) • a + (Real.cos (s * t) * s) • b) ∧
    ∀ t, ⟪a, greatCircle a b s t⟫_ℝ = Real.cos (s * t) := by
  have hn : ∀ x y : ℝ, ‖x • a + y • b‖ ^ 2 = x ^ 2 + y ^ 2 := by
    intro x y
    rw [norm_add_sq_real, real_inner_smul_left, real_inner_smul_right, hab, norm_smul,
      norm_smul, ha, hb, mul_one, mul_one, Real.norm_eq_abs, Real.norm_eq_abs, sq_abs, sq_abs]
    ring
  refine ⟨fun t => ⟨?_, ?_, ?_⟩, fun t => ?_⟩
  · refine (sq_eq_sq₀ (norm_nonneg _) zero_le_one).1 ?_
    rw [greatCircle, hn, Real.cos_sq_add_sin_sq, one_pow]
  · have h1 : HasDerivAt (fun x : ℝ => s * x) s t :=
      ((hasDerivAt_id' t).const_mul s).congr_deriv (by ring)
    exact (h1.cos.smul_const a).fun_add (h1.sin.smul_const b)
  · refine (le_abs_self _).trans (abs_le_of_sq_le_sq (le_of_eq ?_) hs)
    rw [hn]
    linear_combination s ^ 2 * Real.sin_sq_add_cos_sq (s * t)
  · rw [greatCircle, inner_add_right, real_inner_smul_right, real_inner_smul_right, hab,
      real_inner_self_eq_norm_sq, ha]
    ring

/-- For `s > 0`, some great circle from the unit vector `a` reaches the unit vector `w`, other
than `a` and `-a`, at time `arccos ⟪a, w⟫ / s`. -/
theorem greatCircle_reaches {a w : E} {s : ℝ} (ha : ‖a‖ = 1) (hw : ‖w‖ = 1)
    (hne : w ≠ a) (hne' : w ≠ -a) (hs : 0 < s) :
    ∃ b : E, ‖b‖ = 1 ∧ ⟪a, b⟫_ℝ = 0 ∧
      greatCircle a b s (Real.arccos ⟪a, w⟫_ℝ / s) = w := by
  have hr := residual_norm_sq hw ha
  rw [real_inner_comm a w] at hr
  have hr0 : w - ⟪a, w⟫_ℝ • a ≠ 0 := by
    intro h0
    rw [h0, norm_zero] at hr
    have hwa := sub_eq_zero.1 h0
    have hf : (⟪a, w⟫_ℝ - 1) * (⟪a, w⟫_ℝ + 1) = 0 := by linear_combination hr
    rcases mul_eq_zero.1 hf with h1 | h1
    · rw [sub_eq_zero.1 h1, one_smul] at hwa
      exact hne hwa
    · rw [eq_neg_of_add_eq_zero_left h1, neg_smul, one_smul] at hwa
      exact hne' hwa
  have hn := norm_ne_zero_iff.2 hr0
  have hc := abs_real_inner_le_norm a w
  rw [ha, hw, mul_one] at hc
  -- rotate towards the normalised part of the target orthogonal to `a`
  refine ⟨‖w - ⟪a, w⟫_ℝ • a‖⁻¹ • (w - ⟪a, w⟫_ℝ • a), ?_, ?_, ?_⟩
  · rw [norm_smul, norm_inv, norm_norm, inv_mul_cancel₀ hn]
  · rw [real_inner_smul_right, inner_sub_right, real_inner_smul_right,
      real_inner_self_eq_norm_sq, ha]
    ring
  · have hang : s * (Real.arccos ⟪a, w⟫_ℝ / s) = Real.arccos ⟪a, w⟫_ℝ := by
      field_simp
    rw [greatCircle, hang, Real.cos_arccos (abs_le.1 hc).1 (abs_le.1 hc).2,
      Real.sin_arccos, ← hr, Real.sqrt_sq (norm_nonneg _), smul_smul,
      mul_inv_cancel₀ hn, one_smul]
    abel

/-- For unit vectors `a` and `w ≠ -a` and a speed bound `s > 0`, the least time in which an
orbital path leads from `a` to `w` is `arccos ⟪a, w⟫ / s`. -/
theorem least_transfer_time {a w : E} {s : ℝ} (ha : ‖a‖ = 1) (hw : ‖w‖ = 1)
    (hne : w ≠ -a) (hs : 0 < s) :
    IsLeast {t : ℝ | 0 ≤ t ∧ ∃ u v : ℝ → E, IsOrbitalPath s u v ∧ u 0 = a ∧ u t = w}
      (Real.arccos ⟪a, w⟫_ℝ / s) := by
  constructor
  · refine ⟨div_nonneg (Real.arccos_nonneg _) hs.le, ?_⟩
    by_cases hwa : w = a
    · exact ⟨fun _ => a, fun _ => 0,
        fun t => ⟨ha, hasDerivAt_const t a, by simpa using hs.le⟩, rfl, hwa.symm⟩
    · obtain ⟨b, hb, hab, hreach⟩ := greatCircle_reaches ha hw hwa hne hs
      exact ⟨greatCircle a b s, _, (greatCircle_saturates ha hb hab hs.le).1,
        by simp [greatCircle], hreach⟩
  · rintro t ⟨ht, u, v, h, h0, h1⟩
    have h2 := angle_le_speed_mul_time h ht
    rw [h0, h1] at h2
    rw [div_le_iff₀ hs]
    linarith

end OrbitalSpeedLimit
```

```lean
#print axioms OrbitalSpeedLimit.angle_le_speed_mul_time
#print axioms OrbitalSpeedLimit.least_transfer_time
```

```
'OrbitalSpeedLimit.angle_le_speed_mul_time' depends on axioms: [propext, Classical.choice, Quot.sound]
'OrbitalSpeedLimit.least_transfer_time' depends on axioms: [propext, Classical.choice, Quot.sound]
```

## From the meeting point to the least time

`velocity_orthogonal` differentiates `⟪u x, u x⟫_ℝ` once by the product rule and once as the constant 1, and equates the results by uniqueness of the derivative. `residual_norm_sq` computes $\|r\|^2=1-c^2$, and `overlap_rate_sq` combines it with Cauchy–Schwarz, `abs_real_inner_le_norm`.

`overlap_ge_cos_headstart` contains the comparison. Mathlib's `image_le_of_deriv_right_lt_deriv_boundary` keeps one function below another if, wherever they meet, the lower one has the smaller derivative. Since $c$ has to stay above $g$, the lemma is applied to $-c$ and $-g$. The facts `hd` and `hB` supply their derivatives, `h0` the inequality at the start, and `bound` the strict inequality at a meeting point. Within `bound`, `hpos` and `hlt` place the angle strictly between 0 and $\pi$, so its sine is positive, and the product of this sine with $\varepsilon$ makes the inequality strict.

`orbital_speed_limit` splits into $st=\pi$, settled by Cauchy–Schwarz, and $st<\pi$. In the second case the comparison holds for all sufficiently small positive $\varepsilon$, and `le_of_tendsto` carries it to the limit. `angle_le_speed_mul_time` then applies the decreasing function arccos and handles $st\ge\pi$ separately.

In `greatCircle_saturates`, the auxiliary fact `hn` is Pythagoras for $xa+yb$; it gives both the norm and the speed, and expanding the inner product gives the overlap. `greatCircle_reaches` first shows that $q\ne0$, then supplies $b=q/\|q\|$ and evaluates the circle at $T$ with `Real.cos_arccos` and `Real.sin_arccos`.

`least_transfer_time` has two halves. To show that the time is attained, it uses a constant path if `w = a` and the great circle otherwise. To show that no time is smaller, it applies the angle bound to an arbitrary path and divides by $s$.
